# Without phase factors, the regularised Coulomb term of Gaussian ions tends to $-(\pi Q/\Omega)\sum_a Z_a s_a^2$ at $G=0$

Before energies of a charged periodic cell, computed with different Gaussian widths for the ions, are compared, the constant left at $G=0$ has to be treated consistently. In a model that ignores the positions of the charges, this constant depends on the widths only through a term proportional to $Q/\Omega$, where $Q$ is the net charge and $\Omega$ the cell volume.

## Smeared ions near zero wave number

Let ion $a$ have charge $Z_a$ and width $s_a$, with density proportional to $e^{-r^2/s_a^2}$ and hence form factor $e^{-q^2s_a^2/4}$. With the $N$ electrons entering as an unsmeared point charge $-N$, define

$$\rho(q)=\sum_a Z_a e^{-q^2s_a^2/4}-N,\qquad Q=\sum_a Z_a-N,\qquad M=\sum_a Z_a s_a^2 .$$

In atomic units the Coulomb term at wave number $q$ is $2\pi\rho(q)^2/(\Omega q^2)$, which diverges as $q\to0$ if $Q\neq0$. Subtracting the term of a point charge $Q$ leaves

$$E(q)=\frac{2\pi}{\Omega q^2}\left(\rho(q)^2-Q^2\right).$$

## The limit and its dependence on the widths

The main theorem, `regularTerm_tendsto`, says that $E(q)\to-\pi QM/\Omega$ as $q\to0$. The filter `𝓝[≠] 0` means that $q$ approaches zero without being zero.

A `GaussianCell ι` holds the charges, widths, electron number and positive volume, for a finite set `ι` of ions. The functions `chargeAt`, `netCharge`, `widthMoment` and `regularTerm` are $\rho$, $Q$, $M$ and $E$. Charges and electron number may be any real numbers, and a zero width describes a point ion.

Three further theorems concern the widths:

- `width_shift`: replacing $s$ by $s'$ shifts the limit by $-(\pi Q/\Omega)\sum_a Z_a(s_a'^2-s_a^2)$.
- `width_independent_iff_neutral`: if some ion is charged, a single limit `L` serves all widths exactly when $Q=0$.
- `neutral_leading_order`: if $Q=0$, then $E(q)/q^2\to\pi M^2/(8\Omega)$.

## Derivation

The function $t\mapsto e^{-s_a^2t/4}$ has derivative $-s_a^2/4$ at $t=0$. Setting $t=q^2$ gives

$$\frac{e^{-q^2s_a^2/4}-1}{q^2}\to-\frac{s_a^2}{4}.$$

Multiply by $Z_a$ and sum. The electron number cancels in $\rho(q)-Q$, so

$$\frac{\rho(q)-Q}{q^2}\to-\frac M4 .$$

Since $\rho(q)\to Q$, factorising the difference of squares gives

$$E(q)=\frac{2\pi}{\Omega}\,\frac{\rho(q)-Q}{q^2}\,(\rho(q)+Q)\to\frac{2\pi}{\Omega}\left(-\frac M4\right)2Q=-\frac{\pi QM}{\Omega}.$$

Changing the widths changes $M$ but not $Q$, and subtracting the two limits gives the shift. If $Q=0$, every limit is zero. Conversely, suppose that the limit is the same for all widths. Zero widths give the limit $0$; width $1$ on one charged ion $a$ and zero elsewhere gives $-\pi QZ_a/\Omega$. Equality forces $Q=0$.

In a neutral cell,

$$\frac{E(q)}{q^2}=\frac{2\pi}{\Omega}\left(\frac{\rho(q)}{q^2}\right)^2\to\frac{2\pi}{\Omega}\,\frac{M^2}{16}=\frac{\pi M^2}{8\Omega}.$$

## Charges at different positions

A fuller model would give each ion a phase $e^{-i\mathbf q\cdot\mathbf R_a}$, replace $N$ by the Fourier transform of the electron density, and use $|\rho(\mathbf q)|^2$. At a fixed electron density, expanding to second order then leaves the width-dependent part unchanged, but adds terms that can depend on the direction of $\mathbf q$. For a neutral cell with dipole $\mathbf d$, the limit along $\hat{\mathbf q}$ becomes $2\pi(\hat{\mathbf q}\cdot\mathbf d)^2/\Omega$, which need not vanish.

## The Lean file

```lean
import Mathlib

open Filter Topology
open scoped Real

namespace GaussianIonsGZero

noncomputable section

/-- A periodic cell with Gaussian ions of charges `Z a` and widths `s a`, a number of
electrons, and a positive volume (atomic units). -/
structure GaussianCell (ι : Type*) where
  Z : ι → ℝ
  s : ι → ℝ
  electrons : ℝ
  volume : ℝ
  volume_pos : 0 < volume

namespace GaussianCell

variable {ι : Type*} [Fintype ι]

/-- The net charge `Q = ∑ Z_a - N` of the cell. -/
def netCharge (c : GaussianCell ι) : ℝ := ∑ a, c.Z a - c.electrons

/-- The charge seen at wave number `q`, with each ion damped by its Gaussian form factor. -/
def chargeAt (c : GaussianCell ι) (q : ℝ) : ℝ :=
  ∑ a, c.Z a * Real.exp (-(q ^ 2 * c.s a ^ 2 / 4)) - c.electrons

/-- The charge-weighted sum of squared widths, `∑ Z_a s_a²`. -/
def widthMoment (c : GaussianCell ι) : ℝ := ∑ a, c.Z a * c.s a ^ 2

/-- The Coulomb energy term at wave number `q`, with the divergent term of a point
charge `Q` subtracted. -/
def regularTerm (c : GaussianCell ι) (q : ℝ) : ℝ :=
  2 * π / (c.volume * q ^ 2) * (c.chargeAt q ^ 2 - c.netCharge ^ 2)

omit [Fintype ι] in
/-- The same cell with the Gaussian widths replaced by `s'`. -/
def withWidths (c : GaussianCell ι) (s' : ι → ℝ) : GaussianCell ι :=
  { c with s := s' }

/-- The form factor of a Gaussian of width `σ` departs from one as `-σ² q² / 4`
at small wave number. -/
theorem formFactor_curvature (σ : ℝ) :
    Tendsto (fun q : ℝ => (Real.exp (-(q ^ 2 * σ ^ 2 / 4)) - 1) / q ^ 2)
      (𝓝[≠] 0) (𝓝 (-(σ ^ 2 / 4))) := by
  -- differentiate with respect to the variable t = q²
  have hd : HasDerivAt (fun t : ℝ => Real.exp (-(σ ^ 2 / 4) * t)) (-(σ ^ 2 / 4)) 0 :=
    (((hasDerivAt_id' (0 : ℝ)).const_mul (-(σ ^ 2 / 4))).exp).congr_deriv (by simp)
  have hs : Tendsto (fun q : ℝ => q ^ 2) (𝓝[≠] 0) (𝓝[≠] 0) := by
    refine tendsto_nhdsWithin_iff.2 ⟨?_, ?_⟩
    · have hc : Continuous (fun q : ℝ => q ^ 2) := by fun_prop
      have h : Tendsto (fun q : ℝ => q ^ 2) (𝓝 0) (𝓝 0) := by
        simpa using hc.tendsto 0
      exact h.mono_left nhdsWithin_le_nhds
    · filter_upwards [self_mem_nhdsWithin] with q hq
      exact pow_ne_zero 2 hq
  have h := (hasDerivAt_iff_tendsto_slope_zero.1 hd).comp hs
  refine h.congr (fun q => ?_)
  simp only [Function.comp_apply, smul_eq_mul, zero_add, mul_zero, Real.exp_zero]
  rw [show -(σ ^ 2 / 4) * q ^ 2 = -(q ^ 2 * σ ^ 2 / 4) by ring]
  exact (div_eq_inv_mul _ _).symm

/-- At small wave number the charge of the cell departs from `Q` as
`-(q² / 4) ∑ Z_a s_a²`. -/
theorem chargeAt_curvature (c : GaussianCell ι) :
    Tendsto (fun q => (c.chargeAt q - c.netCharge) / q ^ 2)
      (𝓝[≠] 0) (𝓝 (-(c.widthMoment / 4))) := by
  have h := tendsto_finsetSum Finset.univ
    (fun a _ => (formFactor_curvature (c.s a)).const_mul (c.Z a))
  have hlim : ∑ a, c.Z a * -(c.s a ^ 2 / 4) = -(c.widthMoment / 4) := by
    unfold widthMoment
    rw [Finset.sum_div, ← Finset.sum_neg_distrib]
    exact Finset.sum_congr rfl (fun a _ => by ring)
  rw [hlim] at h
  refine h.congr (fun q => ?_)
  -- the electrons cancel in the difference
  unfold chargeAt netCharge
  rw [sub_sub_sub_cancel_right, ← Finset.sum_sub_distrib, Finset.sum_div]
  exact Finset.sum_congr rfl (fun a _ => by ring)

/-- The charge at wave number `q` tends to the net charge as `q → 0`. -/
theorem chargeAt_tendsto (c : GaussianCell ι) :
    Tendsto c.chargeAt (𝓝[≠] 0) (𝓝 c.netCharge) := by
  have hc : Continuous c.chargeAt := by
    unfold chargeAt
    fun_prop
  have h0 : c.chargeAt 0 = c.netCharge := by simp [chargeAt, netCharge]
  have h := hc.tendsto 0
  rw [h0] at h
  exact h.mono_left nhdsWithin_le_nhds

/-- The regularised Coulomb term tends to `-(π Q / Ω) ∑ Z_a s_a²` as `q → 0`. -/
theorem regularTerm_tendsto (c : GaussianCell ι) :
    Tendsto c.regularTerm (𝓝[≠] 0)
      (𝓝 (-(π * c.netCharge / c.volume) * c.widthMoment)) := by
  -- factorise the difference of squares
  have h := (c.chargeAt_curvature.const_mul (2 * π / c.volume)).mul
    (c.chargeAt_tendsto.add_const c.netCharge)
  have hlim : 2 * π / c.volume * -(c.widthMoment / 4) * (c.netCharge + c.netCharge)
      = -(π * c.netCharge / c.volume) * c.widthMoment := by ring
  rw [hlim] at h
  refine h.congr (fun q => ?_)
  unfold regularTerm
  ring

/-- Replacing the widths `s` by `s'` changes the regularised Coulomb term by an amount that tends,
as `q → 0`, to `-(π Q / Ω) ∑ Z_a (s'_a² - s_a²)`. -/
theorem width_shift (c : GaussianCell ι) (s' : ι → ℝ) :
    Tendsto (fun q => (c.withWidths s').regularTerm q - c.regularTerm q) (𝓝[≠] 0)
      (𝓝 (-(π * c.netCharge / c.volume) * ∑ a, c.Z a * (s' a ^ 2 - c.s a ^ 2))) := by
  have h := (c.withWidths s').regularTerm_tendsto.sub c.regularTerm_tendsto
  have hsum : ∑ a, c.Z a * (s' a ^ 2 - c.s a ^ 2)
      = (c.withWidths s').widthMoment - c.widthMoment := by
    simp only [widthMoment, withWidths, mul_sub, Finset.sum_sub_distrib]
  rw [hsum, mul_sub]
  exact h

/-- In a cell with at least one charged ion, the regularised Coulomb term has the same limit as `q →
0` for all choices of Gaussian widths exactly when the net charge is zero. -/
theorem width_independent_iff_neutral (c : GaussianCell ι) (hZ : ∃ a, c.Z a ≠ 0) :
    (∃ L, ∀ s' : ι → ℝ, Tendsto (c.withWidths s').regularTerm (𝓝[≠] 0) (𝓝 L))
      ↔ c.netCharge = 0 := by
  classical
  constructor
  · rintro ⟨L, hL⟩
    obtain ⟨a, ha⟩ := hZ
    -- compare point ions with a cell in which only ion a is smeared
    have e0 : (c.withWidths (fun _ => 0)).widthMoment = 0 := by
      simp [widthMoment, withWidths]
    have e1 : (c.withWidths (fun b => if b = a then 1 else 0)).widthMoment = c.Z a := by
      simp [widthMoment, withWidths, ite_pow]
    have h0 : L = -(π * c.netCharge / c.volume)
        * (c.withWidths (fun _ => 0)).widthMoment :=
      tendsto_nhds_unique (hL (fun _ => 0))
        (c.withWidths (fun _ => 0)).regularTerm_tendsto
    have h1 : L = -(π * c.netCharge / c.volume)
        * (c.withWidths (fun b => if b = a then 1 else 0)).widthMoment :=
      tendsto_nhds_unique (hL (fun b => if b = a then 1 else 0))
        (c.withWidths (fun b => if b = a then 1 else 0)).regularTerm_tendsto
    rw [e0, mul_zero] at h0
    rw [e1, h0] at h1
    by_contra hQ
    exact (mul_ne_zero (neg_ne_zero.2 (div_ne_zero (mul_ne_zero Real.pi_ne_zero hQ)
      c.volume_pos.ne')) ha) h1.symm
  · intro hQ
    refine ⟨0, fun s' => ?_⟩
    have h := (c.withWidths s').regularTerm_tendsto
    have hq : (c.withWidths s').netCharge = 0 := hQ
    rw [hq, mul_zero, zero_div, neg_zero, zero_mul] at h
    exact h

/-- In a neutral cell the regularised Coulomb term divided by `q²` tends to `(π / (8 Ω)) (∑ Z_a
s_a²)²` as `q → 0`. -/
theorem neutral_leading_order (c : GaussianCell ι) (hQ : c.netCharge = 0) :
    Tendsto (fun q => c.regularTerm q / q ^ 2) (𝓝[≠] 0)
      (𝓝 (π * c.widthMoment ^ 2 / (8 * c.volume))) := by
  have h := (c.chargeAt_curvature.pow 2).const_mul (2 * π / c.volume)
  have hlim : 2 * π / c.volume * (-(c.widthMoment / 4)) ^ 2
      = π * c.widthMoment ^ 2 / (8 * c.volume) := by ring
  rw [hlim] at h
  refine h.congr (fun q => ?_)
  simp only [regularTerm, hQ]
  ring

end GaussianCell

end

end GaussianIonsGZero
```

```lean
#print axioms GaussianIonsGZero.GaussianCell.regularTerm_tendsto
-- 'GaussianIonsGZero.GaussianCell.regularTerm_tendsto' depends on axioms: [propext, Classical.choice, Quot.sound]
#print axioms GaussianIonsGZero.GaussianCell.width_shift
-- 'GaussianIonsGZero.GaussianCell.width_shift' depends on axioms: [propext, Classical.choice, Quot.sound]
#print axioms GaussianIonsGZero.GaussianCell.width_independent_iff_neutral
-- 'GaussianIonsGZero.GaussianCell.width_independent_iff_neutral' depends on axioms: [propext, Classical.choice, Quot.sound]
#print axioms GaussianIonsGZero.GaussianCell.neutral_leading_order
-- 'GaussianIonsGZero.GaussianCell.neutral_leading_order' depends on axioms: [propext, Classical.choice, Quot.sound]
```

## From the derivative to the energy

In `formFactor_curvature`, `hd` is the derivative in $t$, and `hs` shows that $q^2$ tends to zero while staying non-zero. Composing the difference quotient with `hs` gives the first limit.

`chargeAt_curvature` sums these limits with `tendsto_finsetSum`; `sub_sub_sub_cancel_right` removes the electrons. `chargeAt_tendsto` obtains $\rho(q)\to Q$ from continuity. `regularTerm_tendsto` multiplies the two limits, and `ring` checks the factorisation and the final constant.

`width_shift` subtracts two instances of the main theorem. In `width_independent_iff_neutral`, `tendsto_nhds_unique` equates `L` with the limits for the two test choices of widths, `e0` and `e1` evaluate their moments, and `volume_pos` ensures that the prefactor is non-zero when $Q\neq0$. `neutral_leading_order` squares the limit from `chargeAt_curvature`.
